# The integral of exp(−cr) over three-dimensional space is 8π/c³ for c > 0

For a real c > 0, the declaration states that the function exp(−cr), with r the distance from the origin, has integral 8π/c³ over three-dimensional Euclidean space. In physics this is the total weight of an unnormalised, spherically symmetric exponential density, such as the square of a 1s-type orbital exp(−cr/2); the density with integral one is therefore (c³/8π) exp(−cr). The proof passes to the radial variable, where the integral becomes three times the volume of the unit ball times the integral of r² exp(−cr) over r > 0. The ball contributes 4π/3, and the radial integral is Γ(3)/c³ = 2/c³.

This version doesn't compile in Lean 4 with Mathlib:

```lean
import Mathlib

open MeasureTheory Filter Matrix
open scoped Real Topology

namespace IntegralExpNegNorm

noncomputable section

/-- The position space of one electron. -/
abbrev Position := EuclideanSpace ℝ (Fin 3)

/-- For `c > 0` the integral of `exp(-c r)` over three-dimensional space is `8π/c³`. -/
theorem integral_exp_neg_norm {c : ℝ} (hc : 0 < c) :
    ∫ x : Position, Real.exp (-(c * ‖x‖)) = 8 * π / c ^ 3 := by
  -- the radial integral is a Gamma function
  have hG : Real.Gamma 3 = 2 := by
    rw [show (3 : ℝ) = ((2 : ℕ) : ℝ) + 1 by norm_num, Real.Gamma_nat_eq_factorial]
    norm_num [Nat.factorial]
  have hp : ∀ y : ℝ, y ^ ((3 : ℝ) - 1) = y ^ 2 := by
    intro y
    rw [show (3 : ℝ) - 1 = ((2 : ℕ) : ℝ) by norm_num, Real.rpow_natCast]
  have h3 : (1 / c) ^ (3 : ℝ) = 1 / c ^ 3 := by
    rw [show (3 : ℝ) = ((3 : ℕ) : ℝ) by norm_num, Real.rpow_natCast, one_div_pow]
  have hr := Real.integral_rpow_mul_exp_neg_mul_Ioi (a := 3) (r := c) (by norm_num) hc
  simp only [hp] at hr
  rw [hG, h3] at hr
  -- the angular part is the volume of the unit ball
  have hb : (volume : Measure Position).real (Metric.ball 0 1) = π * 4 / 3 := by
    rw [Measure.real, EuclideanSpace.volume_ball_fin_three, ENNReal.ofReal_one, one_pow,
      one_mul, ENNReal.toReal_ofReal (by positivity)]
  have h := integral_fun_norm_addHaar (volume : Measure Position)
    (fun r : ℝ => Real.exp (-(c * r)))
  rw [h]
  simp only [finrank_euclideanSpace_fin, smul_eq_mul, nsmul_eq_mul, hb, Nat.reduceSub]
  rw [hr]
  push_cast
  ring

end

end IntegralExpNegNorm
```

Compiling this gives:

```
Main.lean:24:69: error: Ambiguous term
  one_div_pow
Possible interpretations:
  _root_.one_div_pow : ∀ (a : ?m.165) (n : ℕ), (1 / a) ^ n = 1 / a ^ n
  
  Matrix.one_div_pow : ∀ (n : ℕ), (1 / ?m.170) ^ n = 1 / ?m.170 ^ n
```

Diagnosis. The one error is a clash of names. The file has `open Matrix`, so the short name `one_div_pow` can mean either the general lemma `_root_.one_div_pow` or the matrix lemma `Matrix.one_div_pow`. Both say that `(1 / a) ^ n = 1 / a ^ n`, the second for square matrices.

In `h3` the name is handed to `rw` as a bare term. Lean elaborates such a term before matching it against the goal, so the fact that `c` is a real number does not help it choose. Both readings make sense by themselves, and Lean reports the term as ambiguous.

The diff writes `_root_.one_div_pow`, which names the general lemma outright. That lemma applies to real numbers and turns `(1 / c) ^ 3` into `1 / c ^ 3`, as `h3` requires. The mathematics of the proof is unchanged.

Lean accepts the file once it reads:

```diff
@@ -22,5 +22,5 @@
     rw [show (3 : ℝ) - 1 = ((2 : ℕ) : ℝ) by norm_num, Real.rpow_natCast]
   have h3 : (1 / c) ^ (3 : ℝ) = 1 / c ^ 3 := by
-    rw [show (3 : ℝ) = ((3 : ℕ) : ℝ) by norm_num, Real.rpow_natCast, one_div_pow]
+    rw [show (3 : ℝ) = ((3 : ℕ) : ℝ) by norm_num, Real.rpow_natCast, _root_.one_div_pow]
   have hr := Real.integral_rpow_mul_exp_neg_mul_Ioi (a := 3) (r := c) (by norm_num) hc
   simp only [hp] at hr
```
